# For a power-law error $a n^{-p}$ with $p>0$, Aitken extrapolation of consecutive terms leaves the fraction $1/(p+1)$ as $n\to\infty$

## Why does Aitken only halve my $1/n$ error?

Take the sequence $1, \tfrac12, \tfrac13, \dots$, whose limit is $0$. Aitken extrapolation of the first three terms subtracts the squared first difference over the second difference, and I get $1-\frac{(1/2)^2}{1/3}=\tfrac14$. Starting from the term $1/n$ instead, I get $\frac{1}{2(n+1)}$. For large $n$ that is still half of the error I began with.

I noticed this because my computed energies approach their large-system limit roughly like an inverse power of the system size $n$, and I had hoped that Aitken would remove most of the remaining error. Does every inverse power behave like this, and can the correction be rescaled to do better?

## A fixed fraction survives, and the factor $(p+1)/p$ removes it

Every decaying inverse power behaves like this. Let
$$x(n)=s+a\,n^{-p},\qquad p>0,\quad a\neq0,$$
where $s$ is the limit you want, $a$ is the amplitude of the error and $p$ is its decay exponent. Plain Aitken, applied to the consecutive terms $x(n)$, $x(n+1)$ and $x(n+2)$, leaves the fraction $1/(p+1)$ of the error in the limit of large $n$. If you multiply the correction by a constant $c$, the remaining fraction tends to $1-cp/(p+1)$, which is zero exactly when $c=(p+1)/p$.

Your example has $p=1$, so the right factor is $2$. The correction there is $\frac{n+2}{2n(n+1)}$, and subtracting it twice from $\frac1n$ leaves $-\frac{1}{n(n+1)}$, which is smaller than the original error by the factor $n+1$.

For general $p$, set $h=1/n$, $u=(1+h)^{-p}$ and $v=(1+2h)^{-p}$. Since $n+1=n(1+h)$ and $n+2=n(1+2h)$, the two differences are
$$x(n+1)-x(n)=a n^{-p}(u-1),$$
$$x(n+2)-2x(n+1)+x(n)=a n^{-p}(v-2u+1).$$
The Aitken correction is the square of the first divided by the second. One factor $a n^{-p}$ survives in it, and this is the error $x(n)-s$ itself. After subtracting $c$ times the correction, the new error divided by the old one is therefore exactly
$$R_c(n)=1-c\,\frac{(u-1)^2}{v-2u+1}.$$
Neither $s$ nor $a$ appears any more.

The denominator is never zero. The inequality between arithmetic and geometric means gives $v+1\ge 2\sqrt v=2(1+2h)^{-p/2}$. Because $1+2h<(1+h)^2$ and the exponent $-p/2$ is negative, $(1+2h)^{-p/2}>(1+h)^{-p}=u$. Hence $v-2u+1>0$.

Now let $h$ tend to $0$ from above. The first difference is a difference quotient for the derivative of $(1+h)^{-p}$ at $h=0$, so
$$\frac{u-1}{h}\to -p.$$
For the second difference, $v-2u+1$ and $h^2$ both vanish at $h=0$, and l'Hôpital's rule applies. The quotient of the derivatives is
$$\frac{-2p(1+2h)^{-p-1}+2p(1+h)^{-p-1}}{2h}
=-p\left[\frac{(1+2h)^{-p-1}-1}{h}-\frac{(1+h)^{-p-1}-1}{h}\right].$$
The two terms in the bracket tend to $2(-p-1)$ and $-p-1$, so
$$\frac{v-2u+1}{h^2}\to -p\,(-p-1)=p(p+1).$$
Dividing the numerator and denominator in $R_c(n)$ by $h^2$ gives
$$R_c(n)\to 1-c\,\frac{p^2}{p(p+1)}=1-\frac{cp}{p+1}.$$
With $c=1$ this is $1/(p+1)$. Setting it to zero gives $c=(p+1)/p$.

For a pure inverse cube, $p=3$, plain Aitken thus leaves about a quarter of the error at large $n$, and the factor $4/3$ makes the remaining fraction tend to zero. These are limits, and small $n$ can behave differently. From the terms at $n=2,3,4$ of the same inverse cube, plain Aitken leaves about $7\%$ of the error at $n=2$, while the factor $4/3$ overshoots and leaves about $-24\%$. For a short series of basis-set levels the large-$n$ factor can therefore make the result worse.

The same result is stated and proved in Lean below. `powerLaw s a p` is the sequence $x(n)$, with a natural number $n$ that grows in steps of one and a real exponent. `aitkenCorrection x n` is built from the three terms `x n`, `x (n + 1)` and `x (n + 2)`; `aitken` subtracts it once, and `relaxedAitken c` subtracts it $c$ times. The word "relaxed" means only this constant factor, not the adaptive Aitken relaxation used in fixed-point iterations.

The theorem `relaxed_error_ratio_tendsto` says that, for every real $c$, the ratio $R_c(n)$ has the limit $1-cp/(p+1)$. In Lean this is a `Tendsto` statement from `atTop`, meaning $n\to\infty$, to the neighbourhoods `𝓝` of the limit. `aitken_error_ratio_tendsto` is the plain case with limit $1/(p+1)$, and `accelerates_iff` says that the ratio tends to zero if and only if $c=(p+1)/p$. Acceleration has that meaning here: the new error becomes negligible relative to the old one.

The hypothesis `0 < p` says that the error decays, and `a ≠ 0` says that there is an error to remove. The old error is taken at `x n`, the earliest of the three terms used. The term at $n=0$ has no physical meaning, and the limits ignore it.

The step from here to your energies is the assumption that they follow one pure power with a known exponent. If that held exactly, two terms would already give $s$, from two linear equations for $s$ and $a$. Real data also carry higher-order terms and noise, and $p$ often has to be estimated. The theorems say nothing about how these affect the extrapolated value, and they give no rate at which the ratio approaches its limit.

```lean
import Mathlib

open Filter Topology

namespace AitkenPowerLaw

noncomputable section

/-- The sequence `s + a n^(-p)` with limit `s`, amplitude `a` and decay exponent `p > 0`,
meant for `n ≥ 1`. -/
def powerLaw (s a p : ℝ) (n : ℕ) : ℝ := s + a * (n : ℝ) ^ (-p)

/-- The Aitken correction: squared first difference over second difference,
meant for a nonzero second difference. -/
def aitkenCorrection (x : ℕ → ℝ) (n : ℕ) : ℝ :=
  (x (n + 1) - x n) ^ 2 / (x (n + 2) - 2 * x (n + 1) + x n)

/-- The Aitken value, meant for a nonzero second difference. -/
def aitken (x : ℕ → ℝ) (n : ℕ) : ℝ := x n - aitkenCorrection x n

/-- The Aitken value with its correction multiplied by a factor `c`,
meant for a nonzero second difference. -/
def relaxedAitken (c : ℝ) (x : ℕ → ℝ) (n : ℕ) : ℝ := x n - c * aitkenCorrection x n

/-- For `p > 0`, the second difference of the power `x^(-p)` with step `h > 0` is strictly
positive at every `x > 0`. -/
theorem second_difference_pos {p x h : ℝ} (hp : 0 < p) (hx : 0 < x) (hh : 0 < h) :
    0 < (x + 2 * h) ^ (-p) - 2 * (x + h) ^ (-p) + x ^ (-p) := by
  have hsq : ∀ y : ℝ, 0 < y → y ^ (-p) = y ^ (-p / 2) * y ^ (-p / 2) := by
    intro y hy
    rw [← Real.rpow_add hy]
    congr 1
    ring
  have h1 : 0 < x + h := by linarith
  have h2 : 0 < x + 2 * h := by linarith
  -- the geometric mean of the outer points lies below the midpoint
  have hlt : ((x + h) * (x + h)) ^ (-p / 2) < (x * (x + 2 * h)) ^ (-p / 2) :=
    Real.rpow_lt_rpow_of_neg (mul_pos hx h2) (by nlinarith [mul_pos hh hh]) (by linarith)
  rw [Real.mul_rpow h1.le h1.le, Real.mul_rpow hx.le h2.le] at hlt
  rw [hsq x hx, hsq _ h1, hsq _ h2]
  nlinarith [sq_nonneg (x ^ (-p / 2) - (x + 2 * h) ^ (-p / 2))]

/-- For `p > 0` and `a ≠ 0`, the Aitken denominator of the power-law sequence is nonzero
at every `n ≥ 1`. -/
theorem aitken_denominator_ne_zero {s a p : ℝ} (hp : 0 < p) (ha : a ≠ 0) {n : ℕ}
    (hn : 1 ≤ n) :
    powerLaw s a p (n + 2) - 2 * powerLaw s a p (n + 1) + powerLaw s a p n ≠ 0 := by
  have hn0 : (0 : ℝ) < n := by exact_mod_cast hn
  have hD := second_difference_pos hp hn0 one_pos
  rw [mul_one] at hD
  have e : powerLaw s a p (n + 2) - 2 * powerLaw s a p (n + 1) + powerLaw s a p n
      = a * (((n : ℝ) + 2) ^ (-p) - 2 * ((n : ℝ) + 1) ^ (-p) + (n : ℝ) ^ (-p)) := by
    simp only [powerLaw, Nat.cast_add, Nat.cast_one, Nat.cast_ofNat]
    ring
  rw [e]
  exact mul_ne_zero ha hD.ne'

/-- The derivative of `(1 + k h)^q` with respect to `h`, where `1 + k h > 0`. -/
theorem hasDerivAt_scaled (q k h : ℝ) (hk : 0 < 1 + k * h) :
    HasDerivAt (fun y : ℝ => (1 + k * y) ^ q) (k * q * (1 + k * h) ^ (q - 1)) h := by
  have h1 : HasDerivAt (fun y : ℝ => 1 + k * y) k h := by
    have h0 := ((hasDerivAt_id' h).const_mul k).const_add 1
    rwa [mul_one] at h0
  exact h1.rpow_const (Or.inl hk.ne')

/-- The difference quotient of `(1 + k h)^q` tends to `k q` as the step `h` tends to zero
from above. -/
theorem first_difference_limit (q k : ℝ) :
    Tendsto (fun h : ℝ => ((1 + k * h) ^ q - 1) / h) (𝓝[>] 0) (𝓝 (k * q)) := by
  have h := (hasDerivAt_scaled q k 0 (by simp)).tendsto_slope_zero_right
  simpa [div_eq_inv_mul] using h

/-- The second difference of `x^(-p)` at `x = 1`, divided by the squared step, tends to
`p (p + 1)` as the step tends to zero from above. -/
theorem second_difference_limit (p : ℝ) :
    Tendsto (fun h : ℝ => ((1 + 2 * h) ^ (-p) - 2 * (1 + h) ^ (-p) + 1) / h ^ 2)
      (𝓝[>] 0) (𝓝 (p * (p + 1))) := by
  have hf : ∀ h : ℝ, 0 ≤ h →
      HasDerivAt (fun y : ℝ => (1 + 2 * y) ^ (-p) - 2 * (1 + y) ^ (-p) + 1)
        (2 * -p * (1 + 2 * h) ^ (-p - 1) - 2 * (-p * (1 + h) ^ (-p - 1))) h := by
    intro h hh
    have h2 := hasDerivAt_scaled (-p) 2 h (by linarith)
    have h1 := hasDerivAt_scaled (-p) 1 h (by linarith)
    simp only [one_mul] at h1
    exact (h2.fun_sub (h1.const_mul 2)).add_const 1
  have hc := (hf 0 le_rfl).continuousAt.tendsto.mono_left
    (nhdsWithin_le_nhds (s := Set.Ioi (0 : ℝ)))
  have e : (1 + 2 * (0 : ℝ)) ^ (-p) - 2 * (1 + (0 : ℝ)) ^ (-p) + 1 = 0 := by norm_num
  rw [e] at hc
  have hg : Tendsto (fun h : ℝ => h ^ 2) (𝓝[>] 0) (𝓝 0) := by
    have h0 : Tendsto (fun h : ℝ => h ^ 2) (𝓝 0) (𝓝 ((0 : ℝ) ^ 2)) :=
      (continuous_pow 2).tendsto 0
    rw [zero_pow two_ne_zero] at h0
    exact h0.mono_left nhdsWithin_le_nhds
  -- l'Hôpital's rule reduces the claim to first difference quotients
  refine HasDerivAt.lhopital_zero_nhdsGT (g' := fun h : ℝ => 2 * h)
    (f' := fun h : ℝ => 2 * -p * (1 + 2 * h) ^ (-p - 1) - 2 * (-p * (1 + h) ^ (-p - 1)))
    ?_ ?_ ?_ hc hg ?_
  · filter_upwards [self_mem_nhdsWithin] with h hh
    exact hf h (le_of_lt hh)
  · exact Eventually.of_forall fun h => by simpa using hasDerivAt_pow 2 h
  · filter_upwards [self_mem_nhdsWithin] with h hh
    exact mul_ne_zero two_ne_zero (ne_of_gt hh)
  · have hl := ((first_difference_limit (-p - 1) 2).sub
      (first_difference_limit (-p - 1) 1)).const_mul (-p)
    rw [show -p * (2 * (-p - 1) - 1 * (-p - 1)) = p * (p + 1) by ring] at hl
    refine hl.congr' ?_
    filter_upwards [self_mem_nhdsWithin] with h hh
    have hh0 : h ≠ 0 := ne_of_gt hh
    rw [one_mul, ← sub_div, mul_div_assoc', div_eq_div_iff hh0 (mul_ne_zero two_ne_zero hh0)]
    ring

/-- For `p > 0`, `a ≠ 0` and `n ≥ 1`, the error ratio of the relaxed Aitken value is an
explicit function of `1/n`, free of the limit `s` and the amplitude `a`. -/
theorem relaxed_error_ratio_eq {s a p : ℝ} (c : ℝ) (hp : 0 < p) (ha : a ≠ 0) {n : ℕ}
    (hn : 1 ≤ n) :
    (relaxedAitken c (powerLaw s a p) n - s) / (powerLaw s a p n - s) =
      1 - c * (((1 + (n : ℝ)⁻¹) ^ (-p) - 1) ^ 2 /
        ((1 + 2 * (n : ℝ)⁻¹) ^ (-p) - 2 * (1 + (n : ℝ)⁻¹) ^ (-p) + 1)) := by
  have hn0 : (0 : ℝ) < n := by exact_mod_cast hn
  have e1 : ((n : ℝ) + 1) ^ (-p) = (n : ℝ) ^ (-p) * (1 + (n : ℝ)⁻¹) ^ (-p) := by
    rw [← Real.mul_rpow hn0.le (by positivity), mul_add, mul_one, mul_inv_cancel₀ hn0.ne']
  have e2 : ((n : ℝ) + 2) ^ (-p) = (n : ℝ) ^ (-p) * (1 + 2 * (n : ℝ)⁻¹) ^ (-p) := by
    rw [← Real.mul_rpow hn0.le (by positivity), mul_add, mul_one, mul_left_comm,
      mul_inv_cancel₀ hn0.ne', mul_one]
  have hD := (second_difference_pos hp one_pos (inv_pos.mpr hn0)).ne'
  rw [Real.one_rpow] at hD
  have hE : (n : ℝ) ^ (-p) ≠ 0 := (Real.rpow_pos_of_pos hn0 _).ne'
  simp only [relaxedAitken, aitkenCorrection, powerLaw, Nat.cast_add, Nat.cast_one,
    Nat.cast_ofNat, e1, e2]
  generalize (1 + 2 * (n : ℝ)⁻¹) ^ (-p) = v at hD ⊢
  generalize (1 + (n : ℝ)⁻¹) ^ (-p) = u at hD ⊢
  generalize (n : ℝ) ^ (-p) = E at hE ⊢
  -- the common factor `a E` cancels
  rw [show s + a * (E * v) - 2 * (s + a * (E * u)) + (s + a * E)
      = a * E * (v - 2 * u + 1) by ring,
    show s + a * (E * u) - (s + a * E) = a * E * (u - 1) by ring,
    show s + a * E - s = a * E by ring]
  generalize v - 2 * u + 1 = D at hD ⊢
  field_simp
  ring

/-- For `p > 0` and `a ≠ 0`, multiplying the Aitken correction by `c` leaves the fraction
`1 - c p/(p+1)` of the power-law error in the limit of large `n`. -/
theorem relaxed_error_ratio_tendsto {s a p : ℝ} (c : ℝ) (hp : 0 < p) (ha : a ≠ 0) :
    Tendsto (fun n => (relaxedAitken c (powerLaw s a p) n - s) / (powerLaw s a p n - s))
      atTop (𝓝 (1 - c * (p / (p + 1)))) := by
  have hp1 : p + 1 ≠ 0 := by linarith
  have h1 := first_difference_limit (-p) 1
  simp only [one_mul] at h1
  have key : Tendsto (fun h : ℝ => (((1 + h) ^ (-p) - 1) / h) ^ 2 /
      (((1 + 2 * h) ^ (-p) - 2 * (1 + h) ^ (-p) + 1) / h ^ 2))
      (𝓝[>] 0) (𝓝 ((-p) ^ 2 / (p * (p + 1)))) :=
    (h1.pow 2).div (second_difference_limit p) (mul_ne_zero hp.ne' hp1)
  rw [show (-p) ^ 2 / (p * (p + 1)) = p / (p + 1) by
    rw [neg_sq, pow_two, mul_div_mul_left _ _ hp.ne']] at key
  -- the step is `h = 1/n`
  have hstep : Tendsto (fun n : ℕ => (n : ℝ)⁻¹) atTop (𝓝[>] 0) := by
    refine tendsto_nhdsWithin_iff.mpr
      ⟨tendsto_inv_atTop_zero.comp tendsto_natCast_atTop_atTop, ?_⟩
    filter_upwards [eventually_ge_atTop 1] with n hn
    have hn0 : (0 : ℝ) < n := by exact_mod_cast hn
    exact inv_pos.mpr hn0
  refine (((key.comp hstep).const_mul c).const_sub 1).congr' ?_
  filter_upwards [eventually_ge_atTop 1] with n hn
  have hn0 : (0 : ℝ) < n := by exact_mod_cast hn
  rw [relaxed_error_ratio_eq c hp ha hn, Function.comp_apply, div_pow,
    div_div_div_cancel_right₀ (pow_ne_zero 2 (inv_pos.mpr hn0).ne')]

/-- For `p > 0` and `a ≠ 0`, the Aitken error divided by the power-law error tends to
`1/(p+1)`. -/
theorem aitken_error_ratio_tendsto {s a p : ℝ} (hp : 0 < p) (ha : a ≠ 0) :
    Tendsto (fun n => (aitken (powerLaw s a p) n - s) / (powerLaw s a p n - s))
      atTop (𝓝 (1 / (p + 1))) := by
  have hp1 : p + 1 ≠ 0 := by linarith
  have h := relaxed_error_ratio_tendsto (s := s) 1 hp ha
  rw [show 1 - 1 * (p / (p + 1)) = 1 / (p + 1) by
    rw [one_mul, eq_div_iff hp1, sub_mul, div_mul_cancel₀ _ hp1]; ring] at h
  simpa only [relaxedAitken, aitken, one_mul] using h

/-- For `p > 0` and `a ≠ 0`, the relaxed Aitken error divided by the power-law error tends
to zero exactly when the correction is multiplied by `(p+1)/p`. -/
theorem accelerates_iff {s a p : ℝ} (c : ℝ) (hp : 0 < p) (ha : a ≠ 0) :
    Tendsto (fun n => (relaxedAitken c (powerLaw s a p) n - s) / (powerLaw s a p n - s))
      atTop (𝓝 0) ↔ c = (p + 1) / p := by
  have hp1 : p + 1 ≠ 0 := by linarith
  have h := relaxed_error_ratio_tendsto (s := s) c hp ha
  constructor
  · intro h0
    have e := tendsto_nhds_unique h h0
    have e' : c * p / (p + 1) = 1 := by
      rw [mul_div_assoc]
      linarith
    rw [div_eq_iff hp1, one_mul] at e'
    rw [eq_div_iff hp.ne', e']
  · intro hc
    have e : 1 - c * (p / (p + 1)) = 0 := by
      rw [hc, div_mul_div_cancel₀ hp.ne', div_self hp1, sub_self]
    rwa [e] at h

end

end AitkenPowerLaw
```

```lean
#print axioms AitkenPowerLaw.aitken_denominator_ne_zero
-- 'AitkenPowerLaw.aitken_denominator_ne_zero' depends on axioms: [propext, Classical.choice, Quot.sound]
#print axioms AitkenPowerLaw.aitken_error_ratio_tendsto
-- 'AitkenPowerLaw.aitken_error_ratio_tendsto' depends on axioms: [propext, Classical.choice, Quot.sound]
#print axioms AitkenPowerLaw.accelerates_iff
-- 'AitkenPowerLaw.accelerates_iff' depends on axioms: [propext, Classical.choice, Quot.sound]
```

The proof takes the same route as the calculation above. `second_difference_pos` shows that the second difference is positive, for a general point $x>0$ and step $h>0$. It writes each power $y^{-p}$ as the square of $y^{-p/2}$. The inequality `hlt` compares $(x+h)^2$ with $x(x+2h)$ under the negative exponent, and the final `nlinarith` receives the square of a difference of half-powers, which is the inequality of the means. `aitken_denominator_ne_zero` carries this over to the sequence, so the Aitken correction is a genuine quotient at every $n\ge1$.

`hasDerivAt_scaled` differentiates $(1+kh)^q$ for real constants $k$ and $q$, and `first_difference_limit` reads off the limit $kq$ of its difference quotient at zero. `second_difference_limit` is the l'Hôpital step. Its last part rewrites the quotient of derivatives as the bracket above and applies `first_difference_limit` twice with exponent $-p-1$, once for $k=2$ and once for $k=1$.

`relaxed_error_ratio_eq` is the exact formula for $R_c(n)$. The equations `e1` and `e2` take the factor $n^{-p}$ out of the two later terms. The `generalize` lines then replace the powers by the letters `u`, `v` and `E`, where `E` stands for $n^{-p}$, so that cancelling the common factor $aE$ is ordinary algebra.

In `relaxed_error_ratio_tendsto`, the statement `key` divides the squared first-difference limit by the second-difference limit, and `hstep` records that $1/n$ tends to zero through positive values. Composing the two gives the limit of the exact formula, which agrees with the error ratio for all $n\ge1$.

The plain Aitken theorem then sets $c=1$. For `accelerates_iff`, one direction substitutes $c=(p+1)/p$ into the general limit. The other uses the uniqueness of limits: if the ratio also tends to zero, then $1-cp/(p+1)=0$, and solving for $c$ gives the stated factor.
